# The bordered charge-equilibration matrix is invertible but indefinite when neutral charge displacements cost energy

Let \(A\) be a real \(N\times N\) matrix with \(N\ge 1\) and \(v\cdot Av>0\) for every nonzero \(v\) whose entries sum to zero. Then

\[
K=\begin{pmatrix}A&\mathbf 1\\ \mathbf 1^{T}&0\end{pmatrix}
\]

is invertible, yet its quadratic form takes a negative value, so \(K\) is not positive semidefinite. For charge models with a quadratic energy and a fixed total charge, this means that the linear system has a unique solution, but a solver that requires a positive definite matrix, such as Cholesky factorisation, does not apply to \(K\) itself.

The atoms are labelled by a type `n`, which is made finite below.

```lean
import Mathlib

open Matrix

namespace ChargeEquilibration

noncomputable section

variable {n : Type*}
```

The index type `n ⊕ Unit` of \(K\) is the set of atoms plus one extra index for the charge constraint.

```lean
/-- The bordered matrix with blocks `A`, `1`, `1ᵀ`, `0`: the interaction matrix of the atoms
extended by one row and one column for the total-charge constraint. -/
def bordered (A : Matrix n n ℝ) : Matrix (n ⊕ Unit) (n ⊕ Unit) ℝ :=
  Matrix.fromBlocks A (Matrix.of fun _ _ => 1) (Matrix.of fun _ _ => 1) 0
```

The hypothesis on \(A\) is called `NeutralPositive`. Physically, it says that moving charge between atoms at fixed total charge always has a positive second-order energy cost. It is assumed here, not derived from a particular Coulomb kernel or set of atomic hardnesses.

```lean
variable [Fintype n]

/-- The quadratic form of `A` is positive on every nonzero charge displacement
that sums to zero. -/
def NeutralPositive (A : Matrix n n ℝ) : Prop :=
  ∀ v : n → ℝ, ∑ i, v i = 0 → v ≠ 0 → 0 < v ⬝ᵥ A *ᵥ v
```

For charges \(q\) and electronegativities \(\chi\), the energy is

\[
E(q)=\chi\cdot q+\tfrac12\,q\cdot Aq ,
\]

where \(A\) and \(\chi\) do not depend on \(q\), and the charges may be any real numbers.

```lean
/-- The charge-equilibration energy `χ·q + ½ q·Aq` of atomic charges `q` with
electronegativities `χ`. -/
def energy (A : Matrix n n ℝ) (χ q : n → ℝ) : ℝ :=
  χ ⬝ᵥ q + (1 / 2) * (q ⬝ᵥ A *ᵥ q)
```

## The quadratic form of the bordered matrix

A vector on `n ⊕ Unit` consists of charges \(q\) and a multiplier \(\mu\), written `Sum.elim q (fun _ => μ)`. Block multiplication gives

\[
K\begin{pmatrix}q\\ \mu\end{pmatrix}=\begin{pmatrix}Aq+\mu\mathbf 1\\ \sum_i q_i\end{pmatrix}.
\]

The proof checks the atomic rows and the constraint row separately.

```lean
/-- The bordered matrix sends charges `q` and multiplier `μ` to the shifted potentials
`Aq + μ` and the total charge. -/
theorem bordered_mulVec (A : Matrix n n ℝ) (q : n → ℝ) (μ : ℝ) :
    bordered A *ᵥ Sum.elim q (fun _ => μ) =
      Sum.elim (fun i => (A *ᵥ q) i + μ) (fun _ => ∑ i, q i) := by
  ext i
  rcases i with i | i <;>
    simp [bordered, Matrix.mulVec, dotProduct, Fintype.sum_sum_type]
```

Taking the dot product with \((q,\mu)\) produces \(\mu\sum_i q_i\) twice, once from each border:

\[
(q,\mu)\cdot K(q,\mu)=q\cdot Aq+2\mu\sum_i q_i .
\]

```lean
/-- The quadratic form of the bordered matrix is `q·Aq` plus twice the multiplier times
the total charge. -/
theorem bordered_form (A : Matrix n n ℝ) (q : n → ℝ) (μ : ℝ) :
    Sum.elim q (fun _ => μ) ⬝ᵥ bordered A *ᵥ Sum.elim q (fun _ => μ) =
      q ⬝ᵥ A *ᵥ q + 2 * μ * ∑ i, q i := by
  have hs : ∑ i, q i * μ = (∑ i, q i) * μ := (Finset.sum_mul _ _ _).symm
  rw [bordered_mulVec]
  simp [dotProduct, Fintype.sum_sum_type, mul_add, Finset.sum_add_distrib, hs]
  ring
```

Now put unit charge on one atom, so that \(\sum_i q_i=1\). The form becomes \(q\cdot Aq+2\mu\), and the choice \(\mu=(c-q\cdot Aq)/2\) gives it any prescribed real value \(c\). This needs an atom but no condition on \(A\).

```lean
/-- With at least one atom, the quadratic form of the bordered matrix takes every real value,
whatever the matrix `A`. -/
theorem bordered_form_surjective [Nonempty n] (A : Matrix n n ℝ) (c : ℝ) :
    ∃ x : n ⊕ Unit → ℝ, x ⬝ᵥ bordered A *ᵥ x = c := by
  classical
  obtain ⟨i⟩ := ‹Nonempty n›
  -- unit charge on one atom makes the form affine in the multiplier, with slope two
  obtain ⟨q, hq⟩ : ∃ q : n → ℝ, ∑ j, q j = 1 :=
    ⟨fun j => if j = i then 1 else 0, by simp⟩
  refine ⟨Sum.elim q (fun _ => (c - q ⬝ᵥ A *ᵥ q) / 2), ?_⟩
  rw [bordered_form, hq]
  ring
```

## Invertible but not positive semidefinite

Suppose \(K(q,\mu)=0\). The last row gives \(\sum_i q_i=0\), and the quadratic form then gives

\[
0=q\cdot Aq+2\mu\cdot 0=q\cdot Aq .
\]

Since \(q\) is neutral, the hypothesis forces \(q=0\). The row of any atom now reads \(\mu=0\), so the kernel is trivial. In Lean, a zero determinant supplies a nonzero kernel vector, and this argument contradicts it.

```lean
variable [DecidableEq n]

/-- If `A` is positive on neutral displacements and there is at least one atom, the bordered
matrix is invertible. -/
theorem bordered_isUnit [Nonempty n] {A : Matrix n n ℝ} (h : NeutralPositive A) :
    IsUnit (bordered A) := by
  rw [Matrix.isUnit_iff_isUnit_det, isUnit_iff_ne_zero]
  intro hdet
  obtain ⟨x, hx, hK⟩ := Matrix.exists_mulVec_eq_zero_iff.mpr hdet
  obtain ⟨q, μ, rfl⟩ : ∃ (q : n → ℝ) (μ : ℝ), x = Sum.elim q (fun _ => μ) :=
    ⟨fun i => x (Sum.inl i), x (Sum.inr ()), by ext i; rcases i with i | i <;> rfl⟩
  have hK' := hK
  rw [bordered_mulVec] at hK'
  have hS : ∑ i, q i = 0 := congrFun hK' (Sum.inr ())
  have hF : ∀ i, (A *ᵥ q) i + μ = 0 := fun i => congrFun hK' (Sum.inl i)
  -- a kernel vector is neutral and has zero quadratic form, so its charges vanish
  have hE := bordered_form A q μ
  rw [hK, dotProduct_zero, hS] at hE
  have hq : q = 0 := by
    by_contra hne
    have := h q hS hne
    linarith
  -- the equation of any one atom then removes the multiplier
  obtain ⟨i⟩ := ‹Nonempty n›
  have hμ : μ = 0 := by simpa [hq] using hF i
  apply hx
  ext j
  rcases j with j | j <;> simp [hq, hμ]
```

Setting \(c=-1\) in the previous construction gives the negative value, which a positive semidefinite matrix would forbid. Symmetry of \(A\) is not assumed. Mathlib's `PosSemidef` includes symmetry for real matrices, but the proof refutes the inequality itself.

```lean
/-- If `A` is positive on neutral displacements and there is at least one atom, the bordered
matrix is invertible, its quadratic form takes a negative value, and it is not positive
semidefinite. -/
theorem bordered_invertible_not_posSemidef [Nonempty n] {A : Matrix n n ℝ}
    (h : NeutralPositive A) :
    IsUnit (bordered A) ∧ (∃ x : n ⊕ Unit → ℝ, x ⬝ᵥ bordered A *ᵥ x < 0) ∧
      ¬ (bordered A).PosSemidef := by
  obtain ⟨x, hx⟩ := bordered_form_surjective A (-1)
  refine ⟨bordered_isUnit h, ⟨x, by rw [hx]; norm_num⟩, fun hp => ?_⟩
  have h0 := hp.dotProduct_mulVec_nonneg x
  rw [star_trivial, hx] at h0
  linarith
```

For one atom, \(A=(a)\) and the only neutral vector is zero, so the hypothesis holds for every \(a\). Here \(\det K=-1\), whatever the sign of \(a\).

## From the linear system to the energy minimum

Symmetry enters when the solution is compared with other charges. Let \(Aq+\mu\mathbf 1=-\chi\) and \(\sum_i d_i=0\). Then

\[
\begin{aligned}
E(q+d)-E(q)&=\chi\cdot d+\tfrac12(q\cdot Ad+d\cdot Aq)+\tfrac12 d\cdot Ad\\
&=\chi\cdot d+d\cdot Aq+\tfrac12 d\cdot Ad,\\
d\cdot Aq&=-\chi\cdot d-\mu\sum_i d_i=-\chi\cdot d .
\end{aligned}
\]

The linear terms cancel, leaving \(\tfrac12 d\cdot Ad\). In the code, `hsym` is the symmetry step and `hlin` is the last line.

```lean
omit [DecidableEq n] in
/-- For symmetric `A`, a neutral displacement `d` from charges `q` that satisfy the Lagrange
condition changes the energy by exactly `½ d·Ad`. -/
theorem energy_add_neutral {A : Matrix n n ℝ} (hA : A.IsSymm) {χ q d : n → ℝ} {μ : ℝ}
    (hq : ∀ i, (A *ᵥ q) i + μ = -χ i) (hd : ∑ i, d i = 0) :
    energy A χ (q + d) = energy A χ q + (1 / 2) * (d ⬝ᵥ A *ᵥ d) := by
  have hsym : q ⬝ᵥ A *ᵥ d = d ⬝ᵥ A *ᵥ q := by
    rw [Matrix.dotProduct_mulVec, ← Matrix.mulVec_transpose, hA.eq, dotProduct_comm]
  -- the multiplier does no work on a neutral displacement
  have hlin : d ⬝ᵥ A *ᵥ q = -(χ ⬝ᵥ d) := by
    have hp : A *ᵥ q = fun i => -χ i - μ := funext fun i => by linarith [hq i]
    rw [hp]
    simp only [dotProduct, mul_sub, Finset.sum_sub_distrib]
    rw [← Finset.sum_mul, hd, zero_mul, sub_zero, ← Finset.sum_neg_distrib]
    exact Finset.sum_congr rfl fun i _ => by ring
  simp only [energy, Matrix.mulVec_add, dotProduct_add, add_dotProduct]
  linear_combination (1 / 2) * hsym + hlin
```

The equilibrated charges are the atomic entries of \(K^{-1}(-\chi,Q)\). With this sign convention, \(\chi_i+(Aq)_i=-\mu\) on every atom, so \(-\mu\) is the equalised electronegativity.

```lean
/-- The atomic entries of the inverse bordered matrix applied to `(-χ, Q)`. If the bordered matrix
is invertible, these are the charges in the solution of the bordered linear system. -/
def equilibratedCharges (A : Matrix n n ℝ) (χ : n → ℝ) (Q : ℝ) : n → ℝ :=
  fun i => ((bordered A)⁻¹ *ᵥ Sum.elim (-χ) (fun _ => Q)) (Sum.inl i)
```

Multiplying back by \(K\) recovers the stationarity equations and \(\sum_i q_i=Q\). If \(p\ne q\) also has total charge \(Q\), then \(d=p-q\) is neutral and nonzero, and

\[
E(p)-E(q)=\tfrac12\,d\cdot Ad>0 .
\]

Thus \(q\) is the unique minimiser at that total charge.

```lean
/-- For symmetric `A` positive on neutral displacements, the charges from the bordered system
have total charge `Q` and strictly lower energy than any other charges with that total. -/
theorem equilibratedCharges_minimise [Nonempty n] {A : Matrix n n ℝ} (hA : A.IsSymm)
    (h : NeutralPositive A) (χ : n → ℝ) (Q : ℝ) :
    ∑ i, equilibratedCharges A χ Q i = Q ∧
      ∀ p : n → ℝ, ∑ i, p i = Q → p ≠ equilibratedCharges A χ Q →
        energy A χ (equilibratedCharges A χ Q) < energy A χ p := by
  have hdet := (Matrix.isUnit_iff_isUnit_det _).mp (bordered_isUnit h)
  have hK : bordered A *ᵥ ((bordered A)⁻¹ *ᵥ Sum.elim (-χ) (fun _ => Q)) =
      Sum.elim (-χ) (fun _ => Q) := by
    rw [Matrix.mulVec_mulVec, Matrix.mul_nonsing_inv _ hdet, Matrix.one_mulVec]
  obtain ⟨μ, hx⟩ : ∃ μ : ℝ, (bordered A)⁻¹ *ᵥ Sum.elim (-χ) (fun _ => Q) =
      Sum.elim (equilibratedCharges A χ Q) (fun _ => μ) :=
    ⟨((bordered A)⁻¹ *ᵥ Sum.elim (-χ) (fun _ => Q)) (Sum.inr ()), by
      ext i; rcases i with i | i <;> rfl⟩
  rw [hx, bordered_mulVec] at hK
  have hS : ∑ i, equilibratedCharges A χ Q i = Q := congrFun hK (Sum.inr ())
  have hF : ∀ i, (A *ᵥ equilibratedCharges A χ Q) i + μ = -χ i :=
    fun i => congrFun hK (Sum.inl i)
  refine ⟨hS, fun p hp hne => ?_⟩
  -- compare through the neutral difference of the two charge distributions
  have hd : ∑ i, (p - equilibratedCharges A χ Q) i = 0 := by
    simp only [Pi.sub_apply, Finset.sum_sub_distrib]
    rw [hp, hS, sub_self]
  have hE := energy_add_neutral hA hF hd
  rw [add_sub_cancel] at hE
  have hpos := h _ hd (sub_ne_zero.mpr hne)
  linarith
```

## A two-atom matrix that is itself indefinite

With atoms numbered 0 and 1, take

\[
A=\begin{pmatrix}0&-1\\-1&0\end{pmatrix},\qquad v\cdot Av=-2v_0v_1 .
\]

A nonzero neutral vector has \(v_1=-v_0\ne0\) and gives \(2v_0^2>0\), whereas \(v=(1,1)\) gives \(-2\). Had the model required \(A\) to be positive definite, the hypothesis would have been shorter to state, but it would have excluded this matrix. The matrix is chosen for its algebra and does not model real atoms: its zero diagonal means zero hardness, and its negative off-diagonal entries give like charges on the two atoms a negative interaction energy.

```lean
/-- The two-atom matrix with zero diagonal and off-diagonal entries `-1` is symmetric and
positive on neutral displacements, while its own quadratic form takes a negative value. -/
theorem neutralPositive_witness :
    (!![0, -1; -1, 0] : Matrix (Fin 2) (Fin 2) ℝ).IsSymm ∧
      NeutralPositive (!![0, -1; -1, 0] : Matrix (Fin 2) (Fin 2) ℝ) ∧
      ∃ v : Fin 2 → ℝ, v ⬝ᵥ (!![0, -1; -1, 0] : Matrix (Fin 2) (Fin 2) ℝ) *ᵥ v < 0 := by
  have e : ∀ v : Fin 2 → ℝ,
      v ⬝ᵥ (!![0, -1; -1, 0] : Matrix (Fin 2) (Fin 2) ℝ) *ᵥ v = -2 * (v 0 * v 1) := by
    intro v
    simp [Matrix.mulVec, dotProduct, Fin.sum_univ_two]
    ring
  refine ⟨?_, ?_, ⟨fun _ => 1, by rw [e]; norm_num⟩⟩
  · unfold Matrix.IsSymm
    ext i j
    fin_cases i <;> fin_cases j <;> simp
  · intro v hs hv
    rw [Fin.sum_univ_two] at hs
    have h1 : v 1 = -v 0 := by linarith
    have h0 : v 0 ≠ 0 := by
      intro h
      apply hv
      ext i
      fin_cases i <;> simp [h1, h]
    have hp : 0 < v 0 * v 0 := mul_self_pos.mpr h0
    rw [e, h1]
    linarith

end

end ChargeEquilibration
```

```lean
#print axioms ChargeEquilibration.bordered_invertible_not_posSemidef
#print axioms ChargeEquilibration.equilibratedCharges_minimise
```

```
'ChargeEquilibration.bordered_invertible_not_posSemidef' depends on axioms: [propext, Classical.choice, Quot.sound]
'ChargeEquilibration.equilibratedCharges_minimise' depends on axioms: [propext, Classical.choice, Quot.sound]
```
